# A norm gap gives the Sylvester equation a unique, bounded solution in a complete normed ring

## One ring for Hamiltonian blocks and amplitudes

The coefficients $A$ and $B$, the source $C$ and the unknown $X$ of the Sylvester equation

$$AX-XB=C$$

are all taken from a single normed ring $R$. For matrices this means that all four are square and of the same size. Two groups of states with different dimensions would give a rectangular $X$, and that case is not covered. The argument needs no basis, no eigenvalues and no Hermiticity. It uses the ring operations, the triangle inequality and $\|XY\|\le\|X\|\,\|Y\|$, together with completeness of $R$ for the existence of a solution.

The equation appears when one wants to decouple two groups of states in a block triangular Hamiltonian

$$H=\begin{pmatrix}A&C\\0&B\end{pmatrix}.$$

Here $A$ and $B$ act within the groups and $C$ couples them. Unless $C=0$, such a matrix is not Hermitian; it can arise as an effective Hamiltonian after a similarity transformation or a partial reduction. The shear

$$S(X)=\begin{pmatrix}1&X\\0&1\end{pmatrix},\qquad S(X)^{-1}=S(-X),$$

mixes the groups with amplitude $X$. Multiplying out gives

$$S(X)\,H\,S(-X)=\begin{pmatrix}A&C+XB-AX\\0&B\end{pmatrix}.$$

The coupling vanishes exactly when $AX-XB=C$. Under the norm conditions of the next section, the result therefore bounds the amplitude that separates two equally large groups of states in this linear, one-way coupled model. If the lower left block is nonzero as well, the condition on $X$ becomes quadratic and the theorem does not apply.

## The gap as a condition on norms

Let $r$ and $d$ be real numbers with $d>0$. The assumptions are that $A$ is invertible and

$$\|A^{-1}\|\le\frac1{r+d},\qquad \|B\|\le r.$$

The second inequality already implies $r\ge0$. For complex matrices in the operator norm, the two conditions place the eigenvalues of $B$ within distance $r$ of zero and those of $A$ at distance at least $r+d$. The number $d$ is thus a lower bound on the distance between the two sets of eigenvalues, and how large it can be chosen depends on the zero of energy. This is an assumption about the blocks, not something derived from a Hamiltonian.

The choice of zero matters for the assumptions but not for the equation, since subtracting the same scalar multiple of the identity from $A$ and $B$ leaves $AX-XB$ unchanged. The numbers $A=1$, $B=2$ violate the conditions for every $d>0$, but after a shift by $2$ they become $A=-1$, $B=0$, which satisfy them with $r=0$, $d=1$. A shift does not always help. For the $2\times2$ matrices $A=5\cdot 1$ and $B=\mathrm{diag}(0,10)$ in the operator norm, the conditions fail after every shift, although $A$ and $B$ share no eigenvalue.

If $R$ is complete, the equation has exactly one solution, and that solution obeys

$$\|X\|\le\frac{\|C\|}{d}.$$

In the Lean theorem `sylvester_existsUnique_and_bound`, the type `R` with `[NormedRing R]` is the ring of blocks, and `[CompleteSpace R]` says that Cauchy sequences converge in it. A complete real normed algebra is a special case; no scalar field is needed. The argument `A : Rˣ` is an invertible element packaged with its two-sided inverse, and `((A⁻¹ : Rˣ) : R)` is that inverse viewed as an element of `R`. The expression `sylvester (A : R) B X` is $AX-XB$. The conclusion supplies an $X$ with three properties: it solves the equation, it satisfies the norm bound, and every solution $Y$ equals it.

The norm must be submultiplicative, but it need not give the identity norm one. Both the operator norm and the Frobenius norm of square matrices qualify, though the numerical conditions then differ. The $2\times2$ block matrices are used only algebraically and receive no norm.

## Derivation by fixed-point sweeps

Moving $XB$ to the right and multiplying by $A^{-1}$ from the left turns the equation into

$$X=F(X),\qquad F(X)=A^{-1}(C+XB).$$

Multiplying by $A$ reverses the step, so the solutions are exactly the fixed points of $F$. One application of $F$ is called a sweep.

**Contraction.** For two trial amplitudes $X$ and $Y$, the source cancels:

$$F(X)-F(Y)=A^{-1}(X-Y)B.$$

With $q=r/(r+d)$, which satisfies $0\le q<1$, taking norms gives

$$\|F(X)-F(Y)\|\le\frac1{r+d}\,\|X-Y\|\,r=q\,\|X-Y\|.$$

**Bound.** If $X$ is a solution, then $X=F(X)$ and

$$\|X\|\le\frac{\|C\|+r\|X\|}{r+d}.$$

Multiplying by $r+d$ and subtracting $r\|X\|$ leaves $d\|X\|\le\|C\|$. This holds for every solution, and completeness has not been used.

**Existence.** Start from any $X_0$ and set $X_{k+1}=F(X_k)$. The contraction gives

$$\|X_{k+1}-X_k\|\le q^k\|X_1-X_0\|.$$

The steps are dominated by a convergent geometric series, so the sequence is Cauchy and has a limit in the complete ring. Since $F$ is continuous, the limit is a fixed point and hence a solution.

**Uniqueness.** If $X$ and $Y$ are solutions, their difference satisfies

$$A(Y-X)-(Y-X)B=C-C=0.$$

The bound with zero source gives $\|Y-X\|\le0$, so $Y=X$.

**Error after $k$ sweeps.** Let $X$ be a solution. Since $F(X)=X$, each sweep multiplies the distance to $X$ by at most $q$, and therefore

$$\|X_k-X\|\le q^k\|X_0-X\|.$$

This is a convergence rate for the iteration in exact arithmetic; rounding errors and an approximate application of $A^{-1}$ are not included.

**Equality.** For the real numbers $A=r+d$ and $B=r$ with $r\ge0$, the equation reads $dX=C$. Hence $|X|=|C|/d$, and both norm conditions are equalities too. The constant $1/d$ therefore cannot be lowered in a bound for all normed rings.

## What happens when the gap closes

Suppose that $d>0$ is replaced by $d=0$. In the real numbers take $A=B=1$ and $r=1$. Then $|A^{-1}|=1=1/(r+d)$ and $|B|=r$, so the two norm conditions still hold. The equation, however, has become $0=C$. For $C=1$ there is no solution, and for $C=0$ every real number is one. Existence and uniqueness both fail: two degenerate levels with a nonzero one-way coupling cannot be decoupled by a shear.

## The complete Lean file

```lean
import Mathlib

open Matrix

namespace NormSeparatedSylvester

noncomputable section

variable {R : Type*} [NormedRing R]

/-- The Sylvester operator `X ↦ A X - X B`. -/
def sylvester (A B X : R) : R := A * X - X * B

/-- One sweep of the fixed-point iteration, `X ↦ A⁻¹ (C + X B)`. -/
def sweep (A : Rˣ) (B C X : R) : R := ((A⁻¹ : Rˣ) : R) * (C + X * B)

/-- The block matrix with unit diagonal blocks and upper off-diagonal block `X`. -/
def shear (X : R) : Matrix (Fin 2) (Fin 2) R := !![1, X; 0, 1]

/-- The solutions of the Sylvester equation are exactly the amplitudes left unchanged
by a sweep. -/
theorem sylvester_iff_sweep_fixed (A : Rˣ) (B C X : R) :
    sylvester (A : R) B X = C ↔ sweep A B C X = X := by
  constructor
  · intro h
    have h1 : C + X * B = (A : R) * X := by
      rw [← h]
      unfold sylvester
      rw [sub_add_cancel]
    unfold sweep
    rw [h1, Units.inv_mul_cancel_left]
  · intro h
    have h1 : (A : R) * X = C + X * B := by
      calc (A : R) * X = (A : R) * sweep A B C X := by rw [h]
        _ = C + X * B := by
          unfold sweep
          rw [Units.mul_inv_cancel_left]
    unfold sylvester
    rw [h1, add_sub_cancel_right]

/-- A sweep shrinks the distance between two trial amplitudes by at least the
factor `r / (r + d)`. -/
theorem sweep_contracts (A : Rˣ) (B C : R) {r d : ℝ} (hd : 0 < d)
    (hA : ‖((A⁻¹ : Rˣ) : R)‖ ≤ 1 / (r + d)) (hB : ‖B‖ ≤ r) (X Y : R) :
    ‖sweep A B C X - sweep A B C Y‖ ≤ r / (r + d) * ‖X - Y‖ := by
  have hr : 0 ≤ r := (norm_nonneg B).trans hB
  -- the source term cancels in the difference
  have e : sweep A B C X - sweep A B C Y = ((A⁻¹ : Rˣ) : R) * ((X - Y) * B) := by
    unfold sweep
    rw [← mul_sub, add_sub_add_left_eq_sub, ← sub_mul]
  rw [e]
  calc ‖((A⁻¹ : Rˣ) : R) * ((X - Y) * B)‖
      ≤ ‖((A⁻¹ : Rˣ) : R)‖ * (‖X - Y‖ * ‖B‖) :=
        (norm_mul_le _ _).trans
          (mul_le_mul_of_nonneg_left (norm_mul_le _ _) (norm_nonneg _))
    _ ≤ 1 / (r + d) * (‖X - Y‖ * r) := by gcongr
    _ = r / (r + d) * ‖X - Y‖ := by ring

/-- Every solution of the Sylvester equation is bounded by the size of the source
divided by the gap `d`. -/
theorem norm_solution_le (A : Rˣ) (B C X : R) {r d : ℝ} (hd : 0 < d)
    (hA : ‖((A⁻¹ : Rˣ) : R)‖ ≤ 1 / (r + d)) (hB : ‖B‖ ≤ r)
    (hX : sylvester (A : R) B X = C) : ‖X‖ ≤ ‖C‖ / d := by
  have hr : 0 ≤ r := (norm_nonneg B).trans hB
  have hp : 0 < r + d := by linarith
  have hfix := (sylvester_iff_sweep_fixed A B C X).1 hX
  have h1 : ‖C + X * B‖ ≤ ‖C‖ + ‖X‖ * r :=
    (norm_add_le _ _).trans (add_le_add le_rfl
      ((norm_mul_le _ _).trans (mul_le_mul_of_nonneg_left hB (norm_nonneg _))))
  -- take norms in the fixed-point equation
  have h2 : ‖X‖ ≤ (‖C‖ + ‖X‖ * r) / (r + d) := by
    calc ‖X‖ = ‖sweep A B C X‖ := by rw [hfix]
      _ ≤ ‖((A⁻¹ : Rˣ) : R)‖ * ‖C + X * B‖ := norm_mul_le _ _
      _ ≤ 1 / (r + d) * (‖C‖ + ‖X‖ * r) :=
        mul_le_mul hA h1 (norm_nonneg _) (by positivity)
      _ = (‖C‖ + ‖X‖ * r) / (r + d) := by ring
  rw [le_div_iff₀ hp] at h2
  rw [le_div_iff₀ hd]
  nlinarith [h2]

/-- **Norm-separated Sylvester bound.** In a complete normed ring, if `‖A⁻¹‖ ≤ 1 / (r + d)` and `‖B‖
≤ r` with `d > 0`, then `A X - X B = C` has exactly one solution, and its norm is at most `‖C‖ / d`.
-/
theorem sylvester_existsUnique_and_bound [CompleteSpace R] (A : Rˣ) (B C : R) {r d : ℝ}
    (hd : 0 < d) (hA : ‖((A⁻¹ : Rˣ) : R)‖ ≤ 1 / (r + d)) (hB : ‖B‖ ≤ r) :
    ∃ X : R, sylvester (A : R) B X = C ∧ ‖X‖ ≤ ‖C‖ / d ∧
      ∀ Y : R, sylvester (A : R) B Y = C → Y = X := by
  have hr : 0 ≤ r := (norm_nonneg B).trans hB
  have hp : 0 < r + d := by linarith
  have h0 : 0 ≤ r / (r + d) := by positivity
  have h1 : r / (r + d) < 1 := by
    rw [div_lt_one hp]
    linarith
  -- existence: Banach's fixed-point theorem for the sweep
  have hc : ContractingWith (Real.toNNReal (r / (r + d))) (sweep A B C) :=
    ⟨by rw [← NNReal.coe_lt_coe, Real.coe_toNNReal _ h0, NNReal.coe_one]; exact h1,
      LipschitzWith.of_dist_le_mul fun X Y => by
        rw [dist_eq_norm, dist_eq_norm, Real.coe_toNNReal _ h0]
        exact sweep_contracts A B C hd hA hB X Y⟩
  obtain ⟨X, hX⟩ : ∃ X : R, sylvester (A : R) B X = C :=
    ⟨_, (sylvester_iff_sweep_fixed A B C _).2 hc.fixedPoint_isFixedPt⟩
  refine ⟨X, hX, norm_solution_le A B C X hd hA hB hX, fun Y hY => ?_⟩
  -- uniqueness: the difference of two solutions has zero source
  have e : sylvester (A : R) B (Y - X) = sylvester (A : R) B Y - sylvester (A : R) B X := by
    unfold sylvester
    rw [mul_sub, sub_mul]
    abel
  have hz : sylvester (A : R) B (Y - X) = 0 := by
    rw [e, hY, hX, sub_self]
  have hn := norm_solution_le A B 0 _ hd hA hB hz
  rw [norm_zero, zero_div] at hn
  exact sub_eq_zero.1 (norm_le_zero_iff.1 hn)

/-- After `k` sweeps from any starting guess, the distance to a solution `X` is at most
`(r / (r + d)) ^ k` times the initial distance. -/
theorem sweep_iterate_error (A : Rˣ) (B C X X₀ : R) {r d : ℝ} (hd : 0 < d)
    (hA : ‖((A⁻¹ : Rˣ) : R)‖ ≤ 1 / (r + d)) (hB : ‖B‖ ≤ r)
    (hX : sylvester (A : R) B X = C) (k : ℕ) :
    ‖(sweep A B C)^[k] X₀ - X‖ ≤ (r / (r + d)) ^ k * ‖X₀ - X‖ := by
  have hr : 0 ≤ r := (norm_nonneg B).trans hB
  have h0 : 0 ≤ r / (r + d) := by positivity
  have hfix := (sylvester_iff_sweep_fixed A B C X).1 hX
  induction k with
  | zero => simp
  | succ k ih =>
    rw [Function.iterate_succ_apply']
    have h := sweep_contracts A B C hd hA hB ((sweep A B C)^[k] X₀) X
    rw [hfix] at h
    calc _ ≤ r / (r + d) * ‖(sweep A B C)^[k] X₀ - X‖ := h
      _ ≤ r / (r + d) * ((r / (r + d)) ^ k * ‖X₀ - X‖) :=
        mul_le_mul_of_nonneg_left ih h0
      _ = (r / (r + d)) ^ (k + 1) * ‖X₀ - X‖ := by ring

/-- For the real numbers `A = r + d` and `B = r`, both norm conditions and the bound on
the solution hold with equality. -/
theorem bound_sharp {r d C X : ℝ} (hr : 0 ≤ r) (hd : 0 < d)
    (hX : sylvester (r + d) r X = C) :
    ‖(r + d)⁻¹‖ = 1 / (r + d) ∧ ‖r‖ = r ∧ ‖X‖ = ‖C‖ / d := by
  refine ⟨by rw [Real.norm_of_nonneg (by positivity), one_div],
    Real.norm_of_nonneg hr, ?_⟩
  have h : C = X * d := by
    rw [← hX]
    unfold sylvester
    ring
  rw [h, norm_mul, Real.norm_of_nonneg hd.le, mul_div_cancel_right₀ _ hd.ne']

/-- The shear by `X` removes the coupling `C` from a block triangular Hamiltonian exactly
when `X` solves the Sylvester equation. -/
theorem shear_decouples_iff (A B C X : R) :
    shear X * !![A, C; 0, B] * shear (-X) = !![A, 0; 0, B] ↔ sylvester A B X = C := by
  constructor
  · intro h
    -- only the upper right block carries information
    have h01 := congrFun (congrFun h 0) 1
    have h1 : -(A * X) + (C + X * B) = 0 := by
      simpa [shear, Matrix.mul_apply, Fin.sum_univ_two] using h01
    unfold sylvester
    calc A * X - X * B = C - (-(A * X) + (C + X * B)) := by abel
      _ = C := by rw [h1, sub_zero]
  · intro h
    subst h
    ext i j
    fin_cases i <;> fin_cases j <;>
      simp [shear, sylvester, Matrix.mul_apply, Fin.sum_univ_two]

/-- Over a complete normed ring and under the norm gap `d`, a block triangular Hamiltonian is
brought to block diagonal form by an invertible shear whose amplitude is at most `‖C‖ / d`. -/
theorem exists_bounded_decoupling [CompleteSpace R] (A : Rˣ) (B C : R) {r d : ℝ}
    (hd : 0 < d) (hA : ‖((A⁻¹ : Rˣ) : R)‖ ≤ 1 / (r + d)) (hB : ‖B‖ ≤ r) :
    ∃ X : R, ‖X‖ ≤ ‖C‖ / d ∧ shear X * shear (-X) = 1 ∧ shear (-X) * shear X = 1 ∧
      shear X * !![(A : R), C; 0, B] * shear (-X) = !![(A : R), 0; 0, B] := by
  obtain ⟨X, hX, hn, -⟩ := sylvester_existsUnique_and_bound A B C hd hA hB
  refine ⟨X, hn, ?_, ?_, (shear_decouples_iff (A : R) B C X).2 hX⟩ <;>
  · ext i j
    fin_cases i <;> fin_cases j <;> simp [shear, Matrix.mul_apply, Fin.sum_univ_two]

end

end NormSeparatedSylvester
```

```lean
#print axioms NormSeparatedSylvester.sylvester_existsUnique_and_bound
-- 'NormSeparatedSylvester.sylvester_existsUnique_and_bound' depends on axioms: [propext, Classical.choice, Quot.sound]
#print axioms NormSeparatedSylvester.sweep_iterate_error
-- 'NormSeparatedSylvester.sweep_iterate_error' depends on axioms: [propext, Classical.choice, Quot.sound]
#print axioms NormSeparatedSylvester.bound_sharp
-- 'NormSeparatedSylvester.bound_sharp' depends on axioms: [propext, Classical.choice, Quot.sound]
#print axioms NormSeparatedSylvester.exists_bounded_decoupling
-- 'NormSeparatedSylvester.exists_bounded_decoupling' depends on axioms: [propext, Classical.choice, Quot.sound]
```

## How the proof follows the derivation

The definitions `sylvester`, `sweep` and `shear` are $AX-XB$, $F(X)$ and $S(X)$. The lemmas `sweep_contracts`, `norm_solution_le` and `sweep_iterate_error` all assume $d>0$ and the two norm conditions, as the hypotheses `hd`, `hA` and `hB`, although their docstrings do not repeat them.

The lemma `sylvester_iff_sweep_fixed` proves the equivalence between solutions and fixed points. Its forward direction rewrites $C+XB$ as $AX$ and cancels with `Units.inv_mul_cancel_left`, which uses $A^{-1}A=1$. The reverse direction uses $AA^{-1}=1$ through `Units.mul_inv_cancel_left`. Both sides of the inverse are therefore needed.

In `sweep_contracts`, the equation `e` is the cancellation of the source. The `calc` block then applies `norm_mul_le` twice, once for each product, and `gcongr` inserts the bounds on $\|A^{-1}\|$ and $\|B\|$.

The lemma `norm_solution_le` takes norms in the fixed-point equation. Its intermediate inequality `h2` is the estimate for $\|X\|$ with denominator $r+d$. The two uses of `le_div_iff₀` clear the denominators, and `nlinarith` carries out the subtraction of $r\|X\|$. The absence of `CompleteSpace` from this lemma matches the derivation by hand.

The main theorem `sylvester_existsUnique_and_bound` first checks that $0\le q<1$. It then builds `hc`, the statement that the sweep is a contraction in the sense of Mathlib's `ContractingWith`. That definition expects a nonnegative real constant, so $q$ enters through `Real.toNNReal`. Banach's fixed-point theorem, used through `hc.fixedPoint_isFixedPt`, replaces the explicit Cauchy sequence, and the first lemma turns the fixed point into a solution. The norm bound comes from `norm_solution_le`. For uniqueness, `hz` records that the difference of two solutions has zero source, and the same bound is applied to that difference.

The error estimate `sweep_iterate_error` is an induction on $k$, where `(sweep A B C)^[k] X₀` denotes $X_k$. At $k=0$ the two sides agree. In the inductive step, `Function.iterate_succ_apply'` exposes the last sweep, `sweep_contracts` contributes one factor $q$, and the induction hypothesis contributes $q^k$. A solution $X$ is given as an assumption, so this lemma does not need completeness either.

The lemma `bound_sharp` treats the scalar example. It rewrites the source as $C=Xd$ and evaluates the norms, using the signs of $r$ and $d$.

For the Hamiltonian, `shear_decouples_iff` compares matrix entries. Lean numbers rows and columns from zero, so the upper right block is entry $(0,1)$. The forward direction reads off that entry and rearranges it into the Sylvester equation. The reverse direction substitutes $C=AX-XB$ and checks all four entries by `fin_cases` and `simp`. This equivalence is pure algebra: it needs neither a gap nor an invertible $A$.

Finally, `exists_bounded_decoupling` takes the solution from the main theorem and passes it to this equivalence. It also verifies $S(X)S(-X)=1$ and $S(-X)S(X)=1$ entry by entry, so the transformation is a genuine similarity. Its conclusion is the existence of a decoupling shear with $\|X\|\le\|C\|/d$; the uniqueness of the amplitude follows by combining the main theorem with `shear_decouples_iff`.
